# The derivative of exp(−at) times the truncated series of exp(at)

Multiply exp(−at) by the power series of exp(at), cut off after the power m, and differentiate in t: all terms cancel but one, and the derivative at s is −a^(m+1) s^m exp(−as)/m!. The lemma states this for all real a and s and every natural number m. In physics such a product occurs in the Tang–Toennies damping of dispersion forces, which is one minus a function of this form, though the statement itself is only about the real function. The proof is by induction on m, adding the derivative of the next term of the series to the derivative already known.

An attempt in Lean 4 with a fault in it:

```lean
import Mathlib

open MeasureTheory Set
open scoped Nat

namespace HasDerivAtTruncated

noncomputable section

/-- The product of `exp(-at)` and the series of `exp(at)`, truncated after the power `m`, has a
single-term derivative in `t`. -/
theorem hasDerivAt_truncated (a : ℝ) (m : ℕ) (s : ℝ) :
    HasDerivAt (fun t : ℝ => Real.exp (-(a * t)) *
      ∑ j ∈ Finset.range (m + 1), (a * t) ^ j / (j ! : ℝ))
      (-(a ^ (m + 1) * s ^ m / (m ! : ℝ)) * Real.exp (-(a * s))) s := by
  have he : HasDerivAt (fun t : ℝ => Real.exp (-(a * t))) (Real.exp (-(a * s)) * (-a)) s := by
    have h := ((hasDerivAt_id' s).const_mul a).fun_neg.exp
    simpa using h
  induction m with
  | zero =>
    convert he using 1
    · ext t; simp
    · rw [Nat.factorial_zero]; push_cast; ring
  | succ m ih =>
    have hp : HasDerivAt (fun t : ℝ => (a * t) ^ (m + 1) / ((m + 1)! : ℝ))
        (((m + 1 : ℕ) : ℝ) * (a * s) ^ m * a / ((m + 1)! : ℝ)) s :=
      ((((hasDerivAt_id' s).const_mul a).fun_pow (m + 1)).div_const _).congr_deriv
        (by simp only [Nat.add_sub_cancel, mul_one])
    have hm : (m ! : ℝ) ≠ 0 := by positivity
    convert ih.fun_add (he.fun_mul hp) using 1
    · ext t; rw [Finset.sum_range_succ]; ring
    · rw [Nat.factorial_succ]; push_cast; field_simp; ring

end

end HasDerivAtTruncated
```

Messages:

```
Main.lean:31:17: error: Tactic `rewrite` failed: Did not find an occurrence of the pattern
  ∑ x ∈ Finset.range (?n + 1), ?f x
in the target expression
  t + x✝ = t + x✝

case e'_4
a s : ℝ
he : HasDerivAt (fun t => Real.exp (-(a * t))) (Real.exp (-(a * s)) * -a) s
m : ℕ
ih :
  HasDerivAt (fun t => Real.exp (-(a * t)) * ∑ j ∈ Finset.range (m + 1), (a * t) ^ j / ↑j !)
    (-(a ^ (m + 1) * s ^ m / ↑m !) * Real.exp (-(a * s))) s
hp : HasDerivAt (fun t => (a * t) ^ (m + 1) / ↑(m + 1)!) (↑(m + 1) * (a * s) ^ m * a / ↑(m + 1)!) s
hm : ↑m ! ≠ 0
t x✝ : ℝ
⊢ t + x✝ = t + x✝
Main.lean:32:10: error: Tactic `rewrite` failed: Did not find an occurrence of the pattern
  (?n + 1)!
in the target expression
  Semiring.toModule = RCLike.toInnerProductSpaceReal.toModule

case e'_5
a s : ℝ
he : HasDerivAt (fun t => Real.exp (-(a * t))) (Real.exp (-(a * s)) * -a) s
m : ℕ
ih :
  HasDerivAt (fun t => Real.exp (-(a * t)) * ∑ j ∈ Finset.range (m + 1), (a * t) ^ j / ↑j !)
    (-(a ^ (m + 1) * s ^ m / ↑m !) * Real.exp (-(a * s))) s
hp : HasDerivAt (fun t => (a * t) ^ (m + 1) / ↑(m + 1)!) (↑(m + 1) * (a * s) ^ m * a / ↑(m + 1)!) s
hm : ↑m ! ≠ 0
e_4✝ : Real.instAddCommGroup = Real.normedAddCommGroup.toAddCommGroup
⊢ Semiring.toModule = RCLike.toInnerProductSpaceReal.toModule
Main.lean:24:14: error: unsolved goals
case e'_8
a s : ℝ
he : HasDerivAt (fun t => Real.exp (-(a * t))) (Real.exp (-(a * s)) * -a) s
m : ℕ
ih :
  HasDerivAt (fun t => Real.exp (-(a * t)) * ∑ j ∈ Finset.range (m + 1), (a * t) ^ j / ↑j !)
    (-(a ^ (m + 1) * s ^ m / ↑m !) * Real.exp (-(a * s))) s
hp : HasDerivAt (fun t => (a * t) ^ (m + 1) / ↑(m + 1)!) (↑(m + 1) * (a * s) ^ m * a / ↑(m + 1)!) s
hm : ↑m ! ≠ 0
⊢ (fun t => Real.exp (-(a * t)) * ∑ j ∈ Finset.range (m + 1 + 1), (a * t) ^ j / ↑j !) = fun i =>
    Real.exp (-(a * i)) * ∑ j ∈ Finset.range (m + 1), (a * i) ^ j / ↑j ! +
      Real.exp (-(a * i)) * ((a * i) ^ (m + 1) / ↑(m + 1)!)

case e'_9
a s : ℝ
he : HasDerivAt (fun t => Real.exp (-(a * t))) (Real.exp (-(a * s)) * -a) s
m : ℕ
ih :
  HasDerivAt (fun t => Real.exp (-(a * t)) * ∑ j ∈ Finset.range (m + 1), (a * t) ^ j / ↑j !)
    (-(a ^ (m + 1) * s ^ m / ↑m !) * Real.exp (-(a * s))) s
hp : HasDerivAt (fun t => (a * t) ^ (m + 1) / ↑(m + 1)!) (↑(m + 1) * (a * s) ^ m * a / ↑(m + 1)!) s
hm : ↑m ! ≠ 0
⊢ -(a ^ (m + 1 + 1) * s ^ (m + 1) / ↑(m + 1)!) * Real.exp (-(a * s)) =
    -(a ^ (m + 1) * s ^ m / ↑m !) * Real.exp (-(a * s)) +
      (Real.exp (-(a * s)) * -a * ((a * s) ^ (m + 1) / ↑(m + 1)!) +
        Real.exp (-(a * s)) * (↑(m + 1) * (a * s) ^ m * a / ↑(m + 1)!))
```

After these edits no error is left:

```diff
@@ -28,7 +28,15 @@
         (by simp only [Nat.add_sub_cancel, mul_one])
     have hm : (m ! : ℝ) ≠ 0 := by positivity
-    convert ih.fun_add (he.fun_mul hp) using 1
-    · ext t; rw [Finset.sum_range_succ]; ring
-    · rw [Nat.factorial_succ]; push_cast; field_simp; ring
+    have hc : ((m + 1 : ℕ) : ℝ) / ((m + 1)! : ℝ) = 1 / (m ! : ℝ) := by
+      rw [Nat.factorial_succ]; push_cast; field_simp
+    -- split off the last term of the series
+    have hf : (fun t : ℝ => Real.exp (-(a * t)) *
+        ∑ j ∈ Finset.range (m + 1 + 1), (a * t) ^ j / (j ! : ℝ)) = fun t : ℝ =>
+        Real.exp (-(a * t)) * ∑ j ∈ Finset.range (m + 1), (a * t) ^ j / (j ! : ℝ) +
+          Real.exp (-(a * t)) * ((a * t) ^ (m + 1) / ((m + 1)! : ℝ)) := by
+      funext t; rw [Finset.sum_range_succ]; ring
+    rw [hf]
+    refine (ih.fun_add (he.fun_mul hp)).congr_deriv ?_
+    linear_combination (Real.exp (-(a * s)) * (a * s) ^ m * a) * hc
 
 end
```

Cause. In the induction step, `convert ... using 1` left four goals, and the proof had written bullets for only two. The first two goals ask that two additive group structures on the reals agree, and likewise two module structures. So the bullets met the wrong goals: `ext t` turned the first into `t + x✝ = t + x✝`, where `Finset.sum_range_succ` finds no sum, and `Nat.factorial_succ` found no factorial in the second. The equalities of functions and of derivatives, for which the bullets were meant, are the unsolved goals of the last message.

The repair does without `convert`. `hf` proves the equality of functions, by the same rewrite as before, and `rw [hf]` puts it into the goal. `congr_deriv` then leaves only the equality of derivatives, as Lean accepts the two pairs of structures as equal by definition when it checks the term. `linear_combination` proves that equality from `hc`, which says that (m+1)/(m+1)! is 1/m!. The old `field_simp; ring` never reached this goal, so the messages don't show whether it would have worked.
